# An orthogonally equivariant vector function of N vectors is a sum of its inputs with coefficients that depend only on their Gram matrix

An atom in a molecule feels a force that depends on where its neighbours are. Let $x_1,\dots,x_N$ be the displacement vectors from the atom to its neighbours, and $f(x_1,\dots,x_N)$ the force. If the whole arrangement is rotated or mirrored, the force must turn or be mirrored with it:

$$f(Qx_1,\dots,Qx_N)=Q\,f(x_1,\dots,x_N)\quad\text{for every orthogonal } Q.$$

Which functions can a force model use if it is to obey this rule? In a finite-dimensional Euclidean space they are exactly the functions

$$f(x_1,\dots,x_N)=\sum_j g_j(G)\,x_j,\qquad G_{ij}=\langle x_i,x_j\rangle,$$

with real coefficients $g_j$ that see the vectors only through their Gram matrix $G$, that is, through lengths and angles. For machine-learned interatomic potentials this means that a force model built from such sums loses no equivariant function, as long as the number of labelled neighbours is fixed and no smoothness is asked of the coefficients.

The inclusion of mirror operations stands for parity symmetry. The Coulomb Hamiltonian of electrons and nuclei has it when no external field is present. The step from a real molecule to this setting is the passage from absolute positions to displacements: it uses translation invariance, which is taken for granted here.

## Vectors, Gram matrix and equivariance

The space is a real inner product space `E`, with $\mathbb R^d$ and its Euclidean norm as the textbook case. The vectors are labelled by a type `ι`, so a configuration is a function `x : ι → E`, and `x i` is the vector $x_i$.

In Lean 4 with Mathlib:

```lean
import Mathlib

open scoped InnerProductSpace

namespace ManyVectorEquivariance

variable {ι E : Type*} [NormedAddCommGroup E] [InnerProductSpace ℝ E]
```

The Gram matrix collects all inner products, $G_{ij}=\langle x_i,x_j\rangle$. Its diagonal holds the squared lengths.

```lean
/-- The Gram matrix of a family of vectors: the table of all their inner products. -/
def gramMatrix (x : ι → E) : Matrix ι ι ℝ :=
  Matrix.of fun i j => inner ℝ (x i) (x j)
```

Equivariance is the rule for the force stated above.

```lean
/-- A vector-valued function of many vectors is equivariant if applying an orthogonal
transformation to all inputs applies the same transformation to the output. -/
def IsEquivariant (f : (ι → E) → E) : Prop :=
  ∀ (Q : E ≃ₗᵢ[ℝ] E) (x : ι → E), f (fun i => Q (x i)) = Q (f x)
```

The type `E ≃ₗᵢ[ℝ] E` consists of the invertible linear maps of `E` that preserve the norm. These are the orthogonal transformations, improper ones included. The same `Q` acts on every input and on the output. Nothing is assumed about continuity of `f`, or about its behaviour when neighbours are exchanged.

An orthogonal transformation preserves inner products, $\langle Qx_i,Qx_j\rangle=\langle x_i,x_j\rangle$, so the Gram matrix of the transformed configuration is the old one.

```lean
/-- The Gram matrix does not change when all vectors undergo the same orthogonal
transformation. -/
theorem gramMatrix_map (Q : E ≃ₗᵢ[ℝ] E) (x : ι → E) :
    gramMatrix (fun i => Q (x i)) = gramMatrix x := by
  ext i j
  simp [gramMatrix]
```

## Equal Gram matrices mean equal shapes

The Gram matrix fixes the length of every linear combination. Expanding the inner product of $\sum_i c_i x_i$ with itself gives

$$\Big\|\sum_i c_i x_i\Big\|^2=\sum_{i}\sum_{j} c_i c_j\,\langle x_i,x_j\rangle=\sum_{i}\sum_{j} c_i c_j\,G_{ij}.$$

```lean
/-- The squared length of a linear combination of finitely many vectors is a quadratic form
in the coefficients, with the Gram matrix as its matrix. -/
theorem norm_sq_combination [Fintype ι] (x : ι → E) (c : ι → ℝ) :
    ‖∑ i, c i • x i‖ ^ 2 = ∑ i, ∑ j, c i * c j * gramMatrix x i j := by
  rw [← real_inner_self_eq_norm_sq, sum_inner]
  refine Finset.sum_congr rfl fun i _ => ?_
  rw [inner_sum]
  refine Finset.sum_congr rfl fun j _ => ?_
  rw [real_inner_smul_left, real_inner_smul_right]
  simp only [gramMatrix, Matrix.of_apply]
  ring
```

The lemmas `sum_inner` and `inner_sum` pull the two sums out of the inner product, and the next two rewrites pull out the coefficients.

Now let $x$ and $y$ be two configurations with the same Gram matrix. Write $X(c)=\sum_i c_i x_i$ and $Y(c)=\sum_i c_i y_i$. By the formula above, $\|Y(c)\|=\|X(c)\|$ for all $c$. If $X(c)=X(c')$, then $\|Y(c-c')\|=\|X(c-c')\|=0$, so $Y(c)=Y(c')$. Hence the rule

$$L\big(X(c)\big)=Y(c)$$

defines a linear map on the span of the $x_i$ without ambiguity, and it preserves lengths. The span and its image under $L$ have the same dimension, so their orthogonal complements do too. Sending an orthonormal basis of one complement to an orthonormal basis of the other extends $L$ to an orthogonal transformation $Q$ of the whole space, with $Qx_i=y_i$.

```lean
/-- In finite dimension, two finite families of vectors with the same Gram matrix are carried
into each other by an orthogonal transformation. -/
theorem exists_orthogonal_of_gramMatrix_eq [Fintype ι] [FiniteDimensional ℝ E]
    (x y : ι → E) (h : gramMatrix x = gramMatrix y) :
    ∃ Q : E ≃ₗᵢ[ℝ] E, ∀ i, Q (x i) = y i := by
  classical
  -- the maps sending coefficients to linear combinations of each family
  obtain ⟨X, hX⟩ : ∃ X : (ι → ℝ) →ₗ[ℝ] E, ∀ c, X c = ∑ i, c i • x i :=
    ⟨Fintype.linearCombination ℝ x, fun c => by simp [Fintype.linearCombination_apply]⟩
  obtain ⟨Y, hY⟩ : ∃ Y : (ι → ℝ) →ₗ[ℝ] E, ∀ c, Y c = ∑ i, c i • y i :=
    ⟨Fintype.linearCombination ℝ y, fun c => by simp [Fintype.linearCombination_apply]⟩
  have hn : ∀ c, ‖Y c‖ = ‖X c‖ := fun c => by
    refine (sq_eq_sq₀ (norm_nonneg _) (norm_nonneg _)).1 ?_
    rw [hX, hY, norm_sq_combination, norm_sq_combination, h]
  -- read off coefficients in the first family, and recombine with the second
  obtain ⟨s, hs⟩ := X.rangeRestrict.exists_rightInverse_of_surjective X.range_rangeRestrict
  have hs' : ∀ v : LinearMap.range X, X (s v) = v := fun v =>
    congrArg Subtype.val (LinearMap.congr_fun hs v)
  let L : LinearMap.range X →ₗᵢ[ℝ] E :=
    ⟨Y.comp s, fun v => by
      have hv := hn (s v)
      rw [hs'] at hv
      exact hv⟩
  have hL : ∀ c (hc : X c ∈ LinearMap.range X), L ⟨X c, hc⟩ = Y c := fun c hc => by
    have h0 : Y (s ⟨X c, hc⟩ - c) = 0 := by
      rw [← norm_eq_zero, hn, map_sub, hs']
      simp
    rw [map_sub, sub_eq_zero] at h0
    exact h0
  -- extend the isometry from the span to the whole space
  refine ⟨L.extend.toLinearIsometryEquiv rfl, fun i => ?_⟩
  have hx : X (Pi.single i 1) = x i := by
    rw [hX]
    simp [Pi.single_apply]
  have hy : Y (Pi.single i 1) = y i := by
    rw [hY]
    simp [Pi.single_apply]
  change L.extend (x i) = y i
  rw [← hx, ← hy]
  exact (L.extend_apply ⟨X (Pi.single i 1), LinearMap.mem_range_self X _⟩).trans (hL _ _)
```

In the code, `hn` is the equality of lengths. The map `s` picks, linearly, one set of coefficients for each vector in the span, and `L` is $Y$ applied to these coefficients. The statement `hL` says that the choice has no effect, by the argument with $c-c'$. The extension to all of `E` is `L.extend`, and finite dimension makes it invertible. Finally, the coefficient vector `Pi.single i 1`, which is 1 at $i$ and 0 elsewhere, turns $X(c)$ into $x_i$ and $Y(c)$ into $y_i$.

## The output lies in the span of the inputs

Let $S$ be the span of the inputs, and let $R$ be the transformation that leaves $S$ fixed and reverses the sign of everything orthogonal to it. Every input lies in $S$, so $Rx_i=x_i$, and equivariance gives

$$f(x)=f(Rx_1,\dots,Rx_N)=R\,f(x).$$

Split $f(x)=p+q$ with $p$ in $S$ and $q$ orthogonal to $S$. Then $p+q=p-q$, so $q=0$ and $f(x)$ lies in $S$.

```lean
/-- In finite dimension, the output of an equivariant function lies in the span of its
input vectors. -/
theorem IsEquivariant.mem_span [FiniteDimensional ℝ E] {f : (ι → E) → E}
    (hf : IsEquivariant f) (x : ι → E) : f x ∈ Submodule.span ℝ (Set.range x) := by
  -- the reflection through the span fixes all inputs, hence the output
  have hfix : (fun i => (Submodule.span ℝ (Set.range x)).reflection (x i)) = x := by
    funext i
    rw [Submodule.reflection_eq_self_iff]
    exact Submodule.subset_span ⟨i, rfl⟩
  have h := hf (Submodule.span ℝ (Set.range x)).reflection x
  rw [hfix] at h
  rw [← Submodule.reflection_eq_self_iff]
  exact h.symm
```

Mathlib calls $R$ the `reflection` through $S$, which is wider than the usual meaning of a mirror. In three dimensions $R$ is a mirror operation if $S$ is a plane, a half turn if $S$ is a line, and the inversion if $S$ contains only the zero vector, as for an atom without neighbours. In that last case the result says that the force is zero. The lemma `Submodule.reflection_eq_self_iff` states that $R$ fixes exactly the vectors of $S$. It is used once for the inputs and once, in the other direction, for the output.

## Coefficients from one reference configuration per Gram matrix

Each $f(x)$ can now be written as $\sum_j c_j(x)\,x_j$. A mistake that is easily made here is to conclude that the $c_j$ are invariant because $f$ is equivariant. That holds if the inputs are linearly independent, since the coefficients are then unique. If two neighbours sit on opposite sides of the atom, however, with $x_1=v$ and $x_2=-v\neq0$, the output $v$ is both $1\,x_1+0\,x_2$ and $0\,x_1+(-1)\,x_2$, and nothing prevents a different choice after a rotation. In three dimensions, the displacement vectors to more than three neighbours are always linearly dependent, so the coefficients are then never unique.

The remedy is to choose the coefficients once for each shape. For each Gram matrix $G$ that occurs, pick a reference configuration $r(G)$ having that Gram matrix, and set $g_j(G)=c_j(r(G))$. Any configuration $y$ with Gram matrix $G$ is the image of the reference under some orthogonal $Q$, so $y_j=Q\,r(G)_j$ and

$$f(y)=Q\,f(r(G))=Q\sum_j g_j(G)\,r(G)_j=\sum_j g_j(G)\,y_j .$$

Conversely, suppose that $f$ has this form. The coefficients are unchanged when $Q$ acts on all inputs, and $Q$ is linear, so $f(Qx_1,\dots,Qx_N)=\sum_j g_j(G)\,Qx_j=Q\,f(x)$.

```lean
/-- In finite dimension, a vector-valued function of finitely many vectors is equivariant
exactly when it is a linear combination of its inputs whose real coefficients are functions
of the Gram matrix alone. -/
theorem isEquivariant_iff [Fintype ι] [FiniteDimensional ℝ E] (f : (ι → E) → E) :
    IsEquivariant f ↔
      ∃ g : Matrix ι ι ℝ → ι → ℝ, ∀ x, f x = ∑ j, g (gramMatrix x) j • x j := by
  constructor
  · intro hf
    have hspan : ∀ x, ∃ c : ι → ℝ, ∑ i, c i • x i = f x := fun x =>
      (Submodule.mem_span_range_iff_exists_fun ℝ).1 (hf.mem_span x)
    choose c hc using hspan
    -- one reference configuration for each Gram matrix
    obtain ⟨r, hr⟩ : ∃ r : Matrix ι ι ℝ → (ι → E),
        ∀ y : ι → E, gramMatrix (r (gramMatrix y)) = gramMatrix y :=
      ⟨Function.invFun gramMatrix, fun y => Function.invFun_eq ⟨y, rfl⟩⟩
    refine ⟨fun G => c (r G), fun y => ?_⟩
    obtain ⟨Q, hQ⟩ := exists_orthogonal_of_gramMatrix_eq _ y (hr y)
    calc f y = f (fun i => Q (r (gramMatrix y) i)) := by simp only [hQ]
      _ = Q (f (r (gramMatrix y))) := hf Q _
      _ = ∑ j, c (r (gramMatrix y)) j • y j := by
        rw [← hc (r (gramMatrix y)), map_sum]
        simp only [map_smul, hQ]
  · rintro ⟨g, hg⟩ Q x
    rw [hg (fun i => Q (x i)), hg x, gramMatrix_map, map_sum]
    simp only [map_smul]
```

In words: for finitely many vectors in a finite-dimensional space, `f` is equivariant if and only if there is a function `g`, which takes a matrix and returns one real number per input, such that `f x` is the sum of the inputs with the coefficients `g (gramMatrix x) j`. One `g` serves all configurations, because `∃ g` stands before `∀ x`. The function is defined on all real matrices, but only its values on Gram matrices matter. The reference configurations come from `Function.invFun gramMatrix`, and the `calc` block is the displayed chain of equalities.

Since the references are picked arbitrarily, the coefficients may jump between neighbouring shapes. Some irregularity can be unavoidable: the continuous field $f(v)=\|v\|^{-1/2}v$, with $f(0)=0$, has a coefficient that diverges at the origin.

## Energies and central forces

The same reference configurations settle the case of a scalar such as an energy $V$. If $V$ is invariant and $y=Q\,r(G)$, then $V(y)=V(r(G))$, which depends on $G$ alone. Conversely, a function of the Gram matrix is invariant because the Gram matrix is.

```lean
/-- In finite dimension, a real function of finitely many vectors is invariant under all
orthogonal transformations exactly when it is a function of the Gram matrix. -/
theorem invariant_iff [Fintype ι] [FiniteDimensional ℝ E] (V : (ι → E) → ℝ) :
    (∀ (Q : E ≃ₗᵢ[ℝ] E) (x : ι → E), V (fun i => Q (x i)) = V x) ↔
      ∃ W : Matrix ι ι ℝ → ℝ, ∀ x, V x = W (gramMatrix x) := by
  constructor
  · intro hV
    refine ⟨fun G => V (Function.invFun gramMatrix G), fun y => ?_⟩
    obtain ⟨Q, hQ⟩ := exists_orthogonal_of_gramMatrix_eq
      (Function.invFun gramMatrix (gramMatrix y)) y (Function.invFun_eq ⟨y, rfl⟩)
    have h := hV Q (Function.invFun gramMatrix (gramMatrix y))
    simp only [hQ] at h
    exact h
  · rintro ⟨W, hW⟩ Q x
    rw [hW (fun i => Q (x i)), hW x, gramMatrix_map]
```

Here `W` is the energy as a function of the inner products. A molecule and its mirror image have the same Gram matrix, so such a function gives both the same value.

With a single vector $v$, the Gram matrix has the one entry $\|v\|^2$. The general result then reads $f(v)=g_1(\|v\|^2)\,v$, and with $g(t)=g_1(t^2)$ for a length $t$ this is a central field,

$$f(v)=g(\|v\|)\,v .$$

In the other direction, $\|Qv\|=\|v\|$ gives $f(Qv)=g(\|v\|)\,Qv=Q\,f(v)$.

```lean
/-- In finite dimension, a vector field commutes with all orthogonal transformations exactly
when it is central: the position vector times a function of its length. -/
theorem central_field_iff [FiniteDimensional ℝ E] (f : E → E) :
    (∀ (Q : E ≃ₗᵢ[ℝ] E) (v : E), f (Q v) = Q (f v)) ↔
      ∃ g : ℝ → ℝ, ∀ v, f v = g ‖v‖ • v := by
  constructor
  · intro hf
    obtain ⟨g, hg⟩ := (isEquivariant_iff (fun x : Unit → E => f (x ()))).1
      (fun Q x => hf Q (x ()))
    refine ⟨fun r => g (Matrix.of fun _ _ => r ^ 2) (), fun v => ?_⟩
    have hG : gramMatrix (fun _ : Unit => v) = Matrix.of fun _ _ => ‖v‖ ^ 2 := by
      ext i j
      simp only [gramMatrix, Matrix.of_apply, real_inner_self_eq_norm_sq]
    have h := hg (fun _ => v)
    rw [hG, Fintype.sum_unique] at h
    exact h
  · rintro ⟨g, hg⟩ Q v
    rw [hg (Q v), hg v, Q.norm_map, map_smul]
```

The proof treats `v` as a family labelled by `Unit`, a type with one element, and `hG` computes its Gram matrix. The force between two structureless particles is of this kind if it depends only on the displacement vector from one to the other and is equivariant.

## A quarter turn that respects rotations but not mirrors

Suppose that equivariance is required for proper rotations only. Take the plane as the complex numbers, where a rotation is multiplication by a number $u$ with $|u|=1$, and let $f(z)=iz$ be the quarter turn. Then

$$f(uz)=iuz=u\,(iz)=u\,f(z),$$

so $f$ commutes with every rotation. Yet $iz$ is perpendicular to $z$. If $iz=g(z)\,z$ held with a real $g(z)$, then $z=1$ would give $i=g(1)$, whose imaginary parts are $1$ and $0$.

```lean
/-- Rotations alone do not suffice: in the plane, written as the complex numbers, the quarter
turn commutes with every rotation, yet it is not a real multiple of its input, even with a
coefficient that depends on the input in any way. -/
theorem rotations_not_sufficient :
    (∀ (u : Circle) (z : ℂ), Complex.I * rotation u z = rotation u (Complex.I * z)) ∧
      ¬ ∃ g : ℂ → ℝ, ∀ z : ℂ, Complex.I * z = g z • z := by
  constructor
  · intro u z
    rw [rotation_apply, rotation_apply]
    ring
  · rintro ⟨g, hg⟩
    -- compare imaginary parts at z = 1
    have h := congrArg Complex.im (hg 1)
    simp at h

end ManyVectorEquivariance
```

The coefficient `g` may depend here on the whole vector `z` and not only on its length, so the failure concerns the span itself: for one vector in the plane, equivariance under rotations alone does not keep the output on the line of the input. A mirror operation exposes the quarter turn, because complex conjugation sends $iz$ to $-i\bar z$, whereas $f(\bar z)=i\bar z$. In three dimensions the cross product $x_1\times x_2$ behaves in the same way. It follows proper rotations but has the wrong sign under mirror operations, and for independent $x_1$ and $x_2$ it leaves their span.

```lean
#print axioms ManyVectorEquivariance.isEquivariant_iff
#print axioms ManyVectorEquivariance.invariant_iff
#print axioms ManyVectorEquivariance.central_field_iff
#print axioms ManyVectorEquivariance.rotations_not_sufficient
```

```
'ManyVectorEquivariance.isEquivariant_iff' depends on axioms: [propext, Classical.choice, Quot.sound]
'ManyVectorEquivariance.invariant_iff' depends on axioms: [propext, Classical.choice, Quot.sound]
'ManyVectorEquivariance.central_field_iff' depends on axioms: [propext, Classical.choice, Quot.sound]
'ManyVectorEquivariance.rotations_not_sufficient' depends on axioms: [propext, Classical.choice, Quot.sound]
```
